# A ring of three or more sites with nonzero nearest-neighbour hopping can be gauged real exactly when the bond phases sum to a multiple of π

"The Hamiltonian can be made real" has content only once the allowed changes of basis are fixed. Every Hermitian matrix is real in its eigenbasis, so with arbitrary unitaries the question is empty. Here only diagonal unitaries are allowed: each site orbital is multiplied by its own phase and no two sites are mixed. These are the gauge transformations of a tight-binding model, under which a single bond phase has no meaning and the sum of the phases around a closed loop, taken modulo 2π, does.

The sites are j = 0, …, N−1, the type `Fin N` with N ≥ 1, and `j + 1` is addition modulo N, so the successor of N−1 is 0. A star denotes complex conjugation, entrywise for a matrix, and † the adjoint.

In Lean 4 with Mathlib:

```lean
import Mathlib

open Matrix Complex ComplexConjugate

namespace RingFluxTimeReversal

noncomputable section

variable {N : ℕ} [NeZero N]
```

## Gauge transformations and time reversal

For complex numbers u_j let D be the diagonal matrix with entries u_j. The transformed Hamiltonian is D H D†.

```lean
/-- Conjugation `D H D†` of `H` by the diagonal matrix `D` with entries `u j`. -/
def gauge (u : Fin N → ℂ) (H : Matrix (Fin N) (Fin N) ℂ) : Matrix (Fin N) (Fin N) ℂ :=
  diagonal u * H * (diagonal u)ᴴ
```

D is unitary when |u_j| = 1 for all j. The first property asks for such a D with every entry of D H D† real.

```lean
/-- Some diagonal unitary conjugates `H` to a matrix with real entries. -/
def GaugeReal (H : Matrix (Fin N) (Fin N) ℂ) : Prop :=
  ∃ u : Fin N → ℂ, (∀ j, ‖u j‖ = 1) ∧ ∀ i j, (gauge u H i j).im = 0
```

For a spinless particle, time reversal is complex conjugation K in the site basis, which sends H to H*. The second property asks that this be undone by a gauge transformation:

    D H D† = H*

Equivalently, the antiunitary operator D†K commutes with H.

```lean
/-- Some diagonal unitary conjugates `H` to its entrywise complex conjugate. -/
def GaugeTimeReversal (H : Matrix (Fin N) (Fin N) ℂ) : Prop :=
  ∃ u : Fin N → ℂ, (∀ j, ‖u j‖ = 1) ∧ gauge u H = H.map conj
```

The Wilson loop W is the product of the matrix elements met once around the ring:

    W(H) = ∏_j H_{j,j+1}

```lean
/-- The Wilson loop: the product of the entries `H j (j+1)` once around the ring. -/
def wilson (H : Matrix (Fin N) (Fin N) ℂ) : ℂ := ∏ j, H j (j + 1)
```

## The ring Hamiltonian

Bond j joins site j to site j+1 and carries a real amplitude t_j and a real phase θ_j, combined as t_j exp(iθ_j). The total flux is

    Φ = θ_0 + θ_1 + … + θ_{N−1}

In the Peierls description of a magnetic field, Φ is, up to an orientation sign, 2π times the flux through the ring in units of the flux quantum h/|q|, with h Planck's constant and q the charge of the particle, so Φ ∈ πℤ means an integer or half-integer number of quanta. The theorems treat the θ_j as given numbers and do not derive them from a vector potential.

```lean
/-- The hopping amplitude `t_j exp(i θ_j)` of the bond `(j, j+1)`. -/
def hop (t θ : Fin N → ℝ) (j : Fin N) : ℂ := (t j : ℂ) * exp ((θ j : ℂ) * I)
```

The class of matrices is described by three conditions. `herm` makes H Hermitian, which forces a real diagonal and fixes each backward hop as the conjugate of the forward one. `short` sets H_{ij} = 0 unless i and j are equal or neighbours. `bond` fixes the convention that the phase +θ_j sits in row j, column j+1.

```lean
/-- `H` is Hermitian, vanishes beyond nearest neighbours on the ring, and has the entry
`t_j exp(i θ_j)` at `(j, j+1)`. -/
structure IsRingHopping (H : Matrix (Fin N) (Fin N) ℂ) (t θ : Fin N → ℝ) : Prop where
  herm : H.IsHermitian
  short : ∀ i j, i ≠ j → j ≠ i + 1 → i ≠ j + 1 → H i j = 0
  bond : ∀ j, H j (j + 1) = hop t θ j
```

The explicit matrix adds real on-site energies e_j, the forward hops and the conjugated backward hops. It is a sum of three terms, and on very small rings more than one term can land on the same entry.

```lean
/-- The ring Hamiltonian: on-site energies `e`, forward hops `t_j exp(i θ_j)` and their
complex conjugates as backward hops. -/
def ringH (e t θ : Fin N → ℝ) : Matrix (Fin N) (Fin N) ℂ :=
  Matrix.of fun i j => (if i = j then (e i : ℂ) else 0) + (if j = i + 1 then hop t θ i else 0)
    + (if i = j + 1 then conj (hop t θ j) else 0)
```

A leaner parametrisation would give each bond one nonzero complex number a_j. The criterion would then read Im ∏_j a_j = 0, and the redundancy (t_j, θ_j) → (−t_j, θ_j + π) would disappear, at the price of no longer displaying the flux as an angle. With real t_j of either sign the redundancy is harmless, since a shift of Φ by π preserves πℤ; for the same reason the customary minus sign in front of the hopping, which amounts to shifting Φ by Nπ, does not affect the criterion, although on an odd ring it exchanges the cases Φ = 0 and Φ = π.

## The Wilson loop is gauge invariant

Multiplying by diagonal matrices scales rows and columns:

    (D H D†)_{ij} = u_i H_{ij} u_j*

```lean
omit [NeZero N] in
/-- The entry `(i, j)` of `D H D†` is `u_i H_ij conj(u_j)`. -/
theorem gauge_apply (u : Fin N → ℂ) (H : Matrix (Fin N) (Fin N) ℂ) (i j : Fin N) :
    gauge u H i j = u i * H i j * conj (u j) := by
  simp [gauge, diagonal_conjTranspose, mul_diagonal, diagonal_mul]
```

Taking the product over the forward bonds gives

    W(D H D†) = (∏_j u_j) · W(H) · (∏_j u_{j+1}*)

The shift j → j+1 permutes the sites, so the last factor equals ∏_j u_j*, and the two outer factors combine to ∏_j |u_j|² = 1. In the proof `h1` is the relabelling through `Equiv.addRight 1`, `h2` is the product of moduli, and `linear_combination` multiplies `h2` by W(H).

```lean
/-- The Wilson loop is unchanged under conjugation by a diagonal unitary. -/
theorem wilson_gauge (u : Fin N → ℂ) (hu : ∀ j, ‖u j‖ = 1) (H : Matrix (Fin N) (Fin N) ℂ) :
    wilson (gauge u H) = wilson H := by
  have h1 : ∏ j, conj (u (j + 1)) = ∏ j, conj (u j) :=
    Fintype.prod_equiv (Equiv.addRight 1) _ _ (fun j => by simp)
  have h2 : (∏ j, u j) * ∏ j, conj (u j) = 1 := by
    rw [← Finset.prod_mul_distrib]
    refine Finset.prod_eq_one fun j _ => ?_
    rw [mul_conj, normSq_eq_norm_sq, hu]
    simp
  simp only [wilson, gauge_apply, Finset.prod_mul_distrib]
  rw [h1]
  linear_combination (∏ j, H j (j + 1)) * h2
```

## All phases move onto the closing bond

Write u_j = exp(iφ_j) with real φ_j. The forward bond transforms as

    (D H D†)_{j,j+1} = t_j exp(i(φ_j + θ_j − φ_{j+1}))

Choose the partial sums φ_j = Σ_{l<j} θ_l, with φ_0 = 0. Then φ_j + θ_j = Σ_{l≤j} θ_l. For j < N−1 this is φ_{j+1} and the new phase is zero. For j = N−1 it is the whole sum, the successor is site 0, and the new phase is Φ − φ_0 = Φ. The step `key` is the extension of the partial sum by one term, and the split on `j = Fin.last n` separates the closing bond, which the statement identifies by `j + 1 = 0`.

```lean
/-- There are site phases `φ` such that the shifted bond phases `φ_j + θ_j - φ_{j+1}` vanish
on every bond except the closing one, where the value is the total flux. -/
theorem exists_phase (θ : Fin N → ℝ) : ∃ φ : Fin N → ℝ,
    ∀ j, φ j + θ j - φ (j + 1) = if j + 1 = 0 then ∑ l, θ l else 0 := by
  obtain ⟨n, rfl⟩ : ∃ n, N = n + 1 := Nat.exists_eq_succ_of_ne_zero (NeZero.ne N)
  refine ⟨fun j => ∑ l, if l.val < j.val then θ l else 0, fun j => ?_⟩
  -- adding `θ j` extends the partial sum by one bond
  have key : (∑ l : Fin (n + 1), if l.val < j.val then θ l else 0) + θ j
      = ∑ l : Fin (n + 1), if l.val < j.val + 1 then θ l else 0 := by
    have hj : θ j = ∑ l, if l = j then θ l else 0 := by simp
    rw [hj, ← Finset.sum_add_distrib]
    refine Finset.sum_congr rfl fun l _ => ?_
    simp only [Fin.ext_iff]
    split_ifs <;> first | omega | simp
  beta_reduce
  rw [key]
  by_cases hj : j = Fin.last n
  · subst hj
    have hl : ∀ l : Fin (n + 1), l.val < (Fin.last n).val + 1 := fun l => l.isLt
    rw [Fin.last_add_one, if_pos rfl, Finset.sum_congr rfl fun l _ => if_pos (hl l)]
    simp
  · have hv := Fin.val_add_one_of_lt (lt_of_le_of_ne (Fin.le_last j) hj)
    have h0 : j + 1 ≠ 0 := by
      intro h
      rw [h] at hv
      simp at hv
    rw [if_neg h0, hv, sub_self]
```

Suppose Φ = kπ with k an integer. The imaginary part of a transformed forward bond is t_j sin 0 = 0, or t_{N−1} sin(kπ) = 0 on the closing bond; this is `hb`. The transformed matrix is again Hermitian (`hsym`), so a diagonal entry equals its own conjugate and a backward bond is the conjugate of a real number. All remaining entries vanish by `short`. The closing `by_cases` steps run through these four kinds of entry. This direction places no condition on the t_j.

```lean
/-- If the total flux of a ring hopping matrix is an integer multiple of `π`, a diagonal
unitary makes the matrix real. -/
theorem gaugeReal_of_flux {H : Matrix (Fin N) (Fin N) ℂ} {t θ : Fin N → ℝ}
    (h : IsRingHopping H t θ) (hk : ∃ k : ℤ, ∑ j, θ j = k * Real.pi) : GaugeReal H := by
  obtain ⟨k, hk⟩ := hk
  obtain ⟨φ, hφ⟩ := exists_phase θ
  obtain ⟨u, hu⟩ : ∃ u : Fin N → ℂ, ∀ j, u j = exp ((φ j : ℂ) * I) := ⟨_, fun _ => rfl⟩
  have hsym : ∀ i j, conj (gauge u H j i) = gauge u H i j := by
    intro i j
    have hh : conj (H j i) = H i j := h.herm.apply i j
    rw [gauge_apply, gauge_apply, map_mul, map_mul, conj_conj, hh]
    ring
  -- forward bonds carry the phase `0` or the total flux
  have hb : ∀ j, (gauge u H j (j + 1)).im = 0 := by
    intro j
    have hc : conj (exp ((φ (j + 1) : ℂ) * I)) = exp (-((φ (j + 1) : ℂ) * I)) := by
      rw [← exp_conj]
      simp
    have he : ((φ j + θ j - φ (j + 1) : ℝ) : ℂ) * I
        = (φ j : ℂ) * I + (θ j : ℂ) * I + -((φ (j + 1) : ℂ) * I) := by
      push_cast
      ring
    have hg : gauge u H j (j + 1)
        = (t j : ℂ) * exp (((φ j + θ j - φ (j + 1) : ℝ) : ℂ) * I) := by
      rw [gauge_apply, h.bond, hop, hu, hu, hc, he, exp_add, exp_add]
      ring
    rw [hg, im_ofReal_mul, exp_ofReal_mul_I_im, hφ]
    split_ifs
    · rw [hk, Real.sin_int_mul_pi, mul_zero]
    · rw [Real.sin_zero, mul_zero]
  refine ⟨u, fun j => by rw [hu, norm_exp_ofReal_mul_I], fun i j => ?_⟩
  by_cases h1 : i = j
  · subst h1
    exact conj_eq_iff_im.mp (hsym i i)
  by_cases h2 : j = i + 1
  · rw [h2]
    exact hb i
  by_cases h3 : i = j + 1
  · rw [← hsym, conj_im, h3, hb, neg_zero]
  · rw [gauge_apply, h.short i j h1 h2 h3]
    simp
```

In a program this is a cumulative sum: start from φ_0 = 0, set φ_{j+1} = φ_j + θ_j for j = 0, …, N−2, and multiply entry (j, l) of H by exp(i(φ_j − φ_l)). The flux becomes a twisted boundary condition exp(iΦ) on one bond, equal to (−1)^k when Φ = kπ. In that case, after dropping imaginary parts at rounding level, the matrix can go to a real symmetric eigensolver, and an eigenvector v of D H D† gives the eigenvector D†v of H.

## A real gauge yields a time-reversal gauge

If u_i H_{ij} u_j* is real, it equals its conjugate:

    u_i H_{ij} u_j* = u_i* H_{ij}* u_j

Multiplying both sides by u_i u_j* and using u_i u_i* = u_j u_j* = 1 gives

    u_i² H_{ij} (u_j²)* = H_{ij}*

So the phases u_j², again of modulus one, map H to H*. Nothing about the ring enters, and the lemma holds for any square matrix. `hc` is the first equation, and the final `linear_combination` is the multiplication together with the two uses of `h1`.

```lean
omit [NeZero N] in
/-- A matrix that a diagonal unitary makes real is conjugate by a diagonal unitary to its
complex conjugate. -/
theorem timeReversal_of_gaugeReal {H : Matrix (Fin N) (Fin N) ℂ} (h : GaugeReal H) :
    GaugeTimeReversal H := by
  obtain ⟨u, hu, hr⟩ := h
  have h1 : ∀ j, u j * conj (u j) = 1 := fun j => by
    rw [mul_conj, normSq_eq_norm_sq, hu]
    simp
  -- the squared phases do the job
  refine ⟨fun j => u j * u j, fun j => by rw [norm_mul, hu, one_mul], ?_⟩
  ext i j
  have hc := conj_eq_iff_im.mpr (hr i j)
  rw [gauge_apply, map_mul, map_mul, conj_conj] at hc
  rw [gauge_apply, map_apply, map_mul]
  linear_combination (-(u i * conj (u j))) * hc
    + conj (H i j) * u j * conj (u j) * h1 i + conj (H i j) * h1 j
```

## Time reversal quantises the flux

For a ring hopping matrix the exponentials multiply to

    W(H) = (∏_j t_j) exp(iΦ)

which is `hw`. Conjugation passes through the product, so W(H*) = W(H)*. If D H D† = H*, gauge invariance gives W(H)* = W(H) (`hc`), hence

    (∏_j t_j) sin Φ = 0

With every t_j ≠ 0 the product is nonzero (`hp`), so sin Φ = 0 and Φ = kπ for some integer k. The hypothesis t_j ≠ 0 says that the ring is closed: if a bond is cut, its phase θ_j no longer appears in H and cannot be constrained by any property of H.

```lean
/-- If a ring hopping matrix with nonzero amplitudes is conjugate by a diagonal unitary to
its complex conjugate, its total flux is an integer multiple of `π`. -/
theorem flux_of_timeReversal {H : Matrix (Fin N) (Fin N) ℂ} {t θ : Fin N → ℝ}
    (h : IsRingHopping H t θ) (ht : ∀ j, t j ≠ 0) (hT : GaugeTimeReversal H) :
    ∃ k : ℤ, ∑ j, θ j = k * Real.pi := by
  obtain ⟨u, hu, hg⟩ := hT
  have hw : wilson H = ((∏ j, t j : ℝ) : ℂ) * exp (((∑ j, θ j : ℝ) : ℂ) * I) := by
    rw [ofReal_prod, ofReal_sum, Finset.sum_mul, exp_sum, ← Finset.prod_mul_distrib]
    exact Finset.prod_congr rfl fun j _ => h.bond j
  -- gauge invariance forces the Wilson loop to be real
  have hc : conj (wilson H) = wilson H := by
    have h2 := wilson_gauge u hu H
    rw [hg] at h2
    refine Eq.trans ?_ h2
    unfold wilson
    rw [map_prod]
    rfl
  have him := conj_eq_iff_im.mp hc
  rw [hw, im_ofReal_mul, exp_ofReal_mul_I_im] at him
  have hp : ∏ j, t j ≠ 0 := Finset.prod_ne_zero_iff.mpr fun j _ => ht j
  obtain ⟨k, hk⟩ := Real.sin_eq_zero_iff.mp ((mul_eq_zero.mp him).resolve_left hp)
  exact ⟨k, hk.symm⟩
```

## The two equivalences

The three implications form a cycle: flux in πℤ gives a real gauge, a real gauge gives a time-reversal gauge, and that gives flux in πℤ. Read in words, the theorem says that for any H satisfying `IsRingHopping H t θ` with all t_j nonzero, positive amplitudes being a special case, `GaugeReal H` holds if and only if Σ_j θ_j = kπ for some integer k, and the same is true of `GaugeTimeReversal H`.

No lower bound beyond N ≥ 1 appears. For N = 1 and N = 2 Hermiticity already ties the phases, because the entry H_{0,0} is real in the first case and H_{1,0} = H_{0,1}* in the second, so both sides of each equivalence are simply true there; that reading, like the asides on eigenbases, complex amplitudes and numerical use, is commentary and not among the theorems.

```lean
/-- For a ring hopping matrix with nonzero amplitudes, being made real by a diagonal unitary
and being conjugate by one to the complex conjugate each hold iff the flux lies in `π ℤ`. -/
theorem gaugeReal_iff_flux {H : Matrix (Fin N) (Fin N) ℂ} {t θ : Fin N → ℝ}
    (h : IsRingHopping H t θ) (ht : ∀ j, t j ≠ 0) :
    (GaugeReal H ↔ ∃ k : ℤ, ∑ j, θ j = k * Real.pi) ∧
      (GaugeTimeReversal H ↔ ∃ k : ℤ, ∑ j, θ j = k * Real.pi) :=
  ⟨⟨fun hr => flux_of_timeReversal h ht (timeReversal_of_gaugeReal hr), gaugeReal_of_flux h⟩,
    ⟨flux_of_timeReversal h ht, fun hk => timeReversal_of_gaugeReal (gaugeReal_of_flux h hk)⟩⟩
```

For N ≥ 3 the explicit matrix belongs to the class for arbitrary e, t and θ. Hermiticity follows because conjugate transposition fixes the on-site term and exchanges the two hopping terms. The entry (j, j+1) receives only the forward hop provided j ≠ j+1 and j ≠ j+2 modulo N; these are `h1` and `h2` in the last part of the proof, and the only places where N ≥ 3 is used. At N = 3 every pair of sites is a pair of neighbours and `short` has no cases.

```lean
/-- On at least three sites the ring Hamiltonian is a ring hopping matrix with amplitudes `t`
and phases `θ`. -/
theorem isRingHopping_witness (hN : 3 ≤ N) (e t θ : Fin N → ℝ) :
    IsRingHopping (ringH e t θ) t θ := by
  obtain ⟨n, rfl⟩ : ∃ n, N = n + 3 := ⟨N - 3, by omega⟩
  have v0 : ((0 : Fin (n + 3)) : ℕ) = 0 := rfl
  have v1 : ((1 : Fin (n + 3)) : ℕ) = 1 := Fin.val_one (n + 1)
  refine ⟨IsHermitian.ext fun i j => ?_, fun i j h1 h2 h3 => ?_, fun j => ?_⟩
  · have hc : ∀ (p : Prop) [Decidable p] (z : ℂ),
        conj (if p then z else 0) = if p then conj z else 0 := by
      intro p _ z
      split_ifs <;> simp
    simp only [ringH, of_apply, star_def, map_add, hc, conj_conj, conj_ofReal]
    by_cases h : i = j
    · subst h
      ring
    · rw [if_neg h, if_neg (Ne.symm h)]
      ring
  · unfold ringH
    rw [of_apply, if_neg h1, if_neg h2, if_neg h3]
    simp
  · have h1 : ¬ j = j + 1 := fun h => by
      have h0 : (0 : Fin (n + 3)) = 1 := add_left_cancel (a := j) (by rw [add_zero]; exact h)
      have := congrArg Fin.val h0
      omega
    have h2 : ¬ j = j + 1 + 1 := fun h => by
      have h0 : (0 : Fin (n + 3)) = 1 + 1 :=
        add_left_cancel (a := j) (by rw [add_zero, ← add_assoc]; exact h)
      have h3 := congrArg Fin.val h0
      rw [Fin.val_add, v0, v1, Nat.mod_eq_of_lt (by omega)] at h3
      omega
    unfold ringH
    rw [of_apply, if_neg h1, if_pos (rfl : j + 1 = j + 1), if_neg h2]
    simp
```

Combining the two results gives the statement for the explicit Hamiltonian: on N ≥ 3 sites, with any real on-site energies and nonzero amplitudes, a diagonal unitary makes `ringH e t θ` real exactly when Φ ∈ πℤ. For a non-interacting spinless particle on a single loop with nearest-neighbour hopping, this identifies the Aharonov–Bohm fluxes at which real arithmetic suffices in a rephased site basis; for equal on-site energies and equal negative amplitudes t_j = β, the cases Φ = 0 and Φ = π are, up to a gauge transformation, the cyclic Hückel model and its Möbius variant with one bond sign reversed (with positive amplitudes on an odd ring the two are exchanged). Spin, interactions, longer-range hops and lattices with several independent loops are not treated.

```lean
/-- On a ring of at least three sites with nonzero amplitudes, a diagonal unitary makes the
ring Hamiltonian real iff the sum of the bond phases is an integer multiple of `π`. -/
theorem ringH_gaugeReal_iff (hN : 3 ≤ N) (e t θ : Fin N → ℝ) (ht : ∀ j, t j ≠ 0) :
    GaugeReal (ringH e t θ) ↔ ∃ k : ℤ, ∑ j, θ j = k * Real.pi :=
  (gaugeReal_iff_flux (isRingHopping_witness hN e t θ) ht).1
```

## Two sites: the explicit matrix breaks the criterion

At N = 2 both bonds join sites 0 and 1, and the forward hop of one is added to the backward hop of the other:

    H_{0,1} = t_0 exp(iθ_0) + t_1 exp(−iθ_1)

With t_0 = t_1 = 1 and θ_0 = θ_1 = π/4 both off-diagonal entries are 2 cos(π/4) = √2. The matrix is real with u_j = 1, while Φ = π/2. The proof names the common hop z and checks the four entries, the off-diagonal ones being z + z*. The equation π/4 + π/4 = kπ reduces to 2k = 1, which `omega` rejects over the integers. There is no conflict with `gaugeReal_iff_flux`, since this matrix violates `bond` for the given t and θ.

```lean
/-- On two sites, with unit amplitudes and both phases `π/4`, a diagonal unitary makes the
ring Hamiltonian real although the sum of the phases is not an integer multiple of `π`. -/
theorem two_sites (e : Fin 2 → ℝ) :
    GaugeReal (ringH e (fun _ => 1) (fun _ => Real.pi / 4)) ∧
      ¬ ∃ k : ℤ, ∑ _j : Fin 2, Real.pi / 4 = k * Real.pi := by
  constructor
  · obtain ⟨z, hz⟩ : ∃ z, ∀ j : Fin 2, hop (fun _ => 1) (fun _ => Real.pi / 4) j = z :=
      ⟨hop (fun _ : Fin 2 => 1) (fun _ => Real.pi / 4) 0, fun _ => rfl⟩
    refine ⟨fun _ => 1, fun _ => norm_one, fun i j => ?_⟩
    rw [gauge_apply]
    simp only [ringH, of_apply, hz]
    fin_cases i <;> fin_cases j <;> simp
  · rintro ⟨k, hk⟩
    rw [Fin.sum_univ_two] at hk
    have h1 : (2 * k : ℝ) = 1 := mul_right_cancel₀ Real.pi_ne_zero (by linarith)
    have h2 : (2 * k : ℤ) = 1 := by exact_mod_cast h1
    omega

end

end RingFluxTimeReversal
```

```lean
#print axioms RingFluxTimeReversal.ringH_gaugeReal_iff
#print axioms RingFluxTimeReversal.two_sites
```

```
'RingFluxTimeReversal.ringH_gaugeReal_iff' depends on axioms: [propext, Classical.choice, Quot.sound]
'RingFluxTimeReversal.two_sites' depends on axioms: [propext, Classical.choice, Quot.sound]
```
